# The Green's Function of a Finite Nearest-Neighbour Chain from Two Boundary Solutions

## An electron driven at one site

A general matrix inversion makes no use of the chain structure. To find how an electron on a chain of $N$ sites responds at site $n$ to a source at site $m$, one can invert $E-H$, at a cost that grows as $N^3$ for a dense routine, and repeat this at every energy $E$ of interest. The output is a table of $N^2$ numbers, without a formula for how the response depends on the two sites. When $E$ is an eigenvalue of the Hamiltonian $H$, there is no inverse at all.

For a chain with nearest-neighbour hopping, two solutions of a three-term recurrence are enough. One satisfies the boundary condition at the left end, the other at the right end. One number built from them vanishes exactly when $E$ is an eigenvalue. Otherwise, their products divided by this number give every entry of the Green's function $G=(E-H)^{-1}$. For a non-interacting electron on such a finite chain, this gives the local density of states and the propagation amplitude between any two sites.

## The chain and its two solutions

Let $a_n$ be the on-site energy at site $n=1,\dots,N$, and let the hopping between neighbours be $-1$, so that energies are measured in units of the hopping amplitude. A sequence $\psi$ solves the chain equation at energy $E$ if

$$-\psi_{n-1}+a_n\psi_n-\psi_{n+1}=E\psi_n,\qquad n=1,\dots,N .$$

The sites $0$ and $N+1$ lie just outside the chain. Let $u$ and $v$ be solutions with

$$u_0=0,\quad u_1=1,\qquad v_{N+1}=0,\quad v_N=1 .$$

The recurrence produces $u$ from left to right and $v$ from right to left. Define

$$W_n=u_nv_{n+1}-u_{n+1}v_n .$$

This is the discrete Wronskian, also called the Casoratian. Three statements hold:

1. $W_n$ has the same value $W$ for all $n=0,\dots,N$.
2. $W=0$ exactly when $H$ has a nonzero eigenvector with eigenvalue $E$.
3. If $W\neq0$, then $E-H$ is invertible and $G_{nm}=u_{\min(n,m)}\,v_{\max(n,m)}/W$.

## The statement as Lean reads it

The theorem `green_function` contains these three statements, joined by "and". The matrix $H$ is `chain a N`. Its indices run from $0$ to $N-1$, and index `i` stands for site $i+1$, which accounts for the shifts in the formulas. The predicate `Solves a E N ψ` is the chain equation, written at site $n+1$ for every $n<N$. Sequences are functions on all natural numbers, but only their values at sites $0,\dots,N+1$ matter.

The number $W$ is `casoratian u v 0`. An eigenvalue is expressed by a vector `φ` with `φ ≠ 0` and `chain a N *ᵥ φ = E • φ`. In the third part, `IsUnit` says that $E-H$ is invertible; this matters because Lean's `⁻¹` returns zero for a singular matrix.

The scalars form an arbitrary field `K`, so complex energies are included and $H$ need not be Hermitian. The solutions $u$ and $v$ enter as hypotheses; the recurrence supplies them for any $a$ and $E$. Replacing a continuous one-electron problem by such a chain, or simply cutting off an infinite chain at two ends, is an approximation, and the theorem says nothing about its error.

A second theorem, `laplacian_inverse`, treats the real chain with $a_n=2$, which is the discrete Laplacian (with positive sign) with zero boundary values:

$$(H^{-1})_{nm}=\frac{\min(n,m)\,\bigl(N+1-\max(n,m)\bigr)}{N+1}.$$

## Constancy of the Wronskian

For $1\le n\le N$, subtract neighbouring values and collect terms:

$$W_n-W_{n-1}=u_n(v_{n+1}+v_{n-1})-v_n(u_{n+1}+u_{n-1}).$$

The chain equation gives $v_{n+1}+v_{n-1}=(a_n-E)v_n$, and likewise for $u$. The difference is therefore $(a_n-E)(u_nv_n-v_nu_n)=0$.

At the right end, $W=W_N=u_Nv_{N+1}-u_{N+1}v_N=-u_{N+1}$.

## A source at site $m$

Suppose $W\ne0$, fix $m$, and set $g_n=u_{\min(n,m)}v_{\max(n,m)}/W$ for $n=0,\dots,N+1$. Then $g_0=u_0v_m/W=0$ and $g_{N+1}=u_mv_{N+1}/W=0$. On a sequence with these end values, $H$ acts as the three-term operator also at sites $1$ and $N$, so

$$((E-H)g)_n=(E-a_n)g_n+g_{n-1}+g_{n+1}.$$

For $n<m$, all three values of $g$ are those of $u$ times the constant $v_m/W$, so the result is zero. For $n>m$, they are those of $v$ times $u_m/W$, and the result is again zero. At $n=m$,

$$((E-H)g)_m=\frac{(E-a_m)u_mv_m+u_{m-1}v_m+u_mv_{m+1}}{W}.$$

Inserting $(E-a_m)v_m=-v_{m-1}-v_{m+1}$ leaves

$$\frac{u_{m-1}v_m-u_mv_{m-1}}{W}=\frac{W_{m-1}}{W}=1 .$$

Hence $(E-H)G=1$. For square matrices this also gives $G(E-H)=1$.

## Eigenvalues as zeros of $W$

If $W=0$, then $u_{N+1}=0$. Now $u$ vanishes at both outer sites, so $(u_1,\dots,u_N)$ satisfies $Hu=Eu$, and it is nonzero because $u_1=1$. For the empty chain, $N=0$, this case does not arise: there $W=-u_1=-1$.

If $W\neq0$ and $H\varphi=E\varphi$, then $\varphi=G(E-H)\varphi=0$, so there is no eigenvector.

## The straight-line solutions of the Laplacian

For $a_n=2$ and $E=0$, the solutions are $u_n=n$ and $v_n=N+1-n$, with $W=-(N+1)$. The general formula gives the inverse of $-H$, and a change of sign gives the stated inverse of $H$.

## The Lean file

```lean
import Mathlib

open Matrix

namespace ChainGreenFunction

noncomputable section

variable {K : Type*} [Field K]

/-- The Hamiltonian of an open chain of `N` sites with on-site energies `a 1, ..., a N` and
hopping `-1` between neighbours; the matrix index `i` stands for site `i + 1`. -/
def chain (a : ℕ → K) (N : ℕ) : Matrix (Fin N) (Fin N) K :=
  Matrix.of fun i j =>
    if (i : ℕ) = j then a (i + 1)
    else if (i : ℕ) + 1 = j ∨ (j : ℕ) + 1 = i then -1 else 0

/-- The sequence `ψ` solves the three-term equation at energy `E` on the sites `1, ..., N`. -/
def Solves (a : ℕ → K) (E : K) (N : ℕ) (ψ : ℕ → K) : Prop :=
  ∀ n < N, -ψ n + a (n + 1) * ψ (n + 1) - ψ (n + 2) = E * ψ (n + 1)

/-- The discrete Wronskian (Casoratian) `u_n v_(n+1) - u_(n+1) v_n`. -/
def casoratian (u v : ℕ → K) (n : ℕ) : K := u n * v (n + 1) - u (n + 1) * v n

/-- The matrix with entries `u_min v_max / W` between sites, where `W` is the Casoratian
at `n = 0`; meant for `W ≠ 0`. -/
def green (u v : ℕ → K) (N : ℕ) : Matrix (Fin N) (Fin N) K :=
  Matrix.of fun i j =>
    u (min ((i : ℕ) + 1) ((j : ℕ) + 1)) * v (max ((i : ℕ) + 1) ((j : ℕ) + 1))
      / casoratian u v 0

/-- On a sequence that vanishes at the sites `0` and `N + 1`, the Hamiltonian acts as the
three-term difference operator. -/
theorem chain_mulVec (a : ℕ → K) (N : ℕ) (ψ : ℕ → K) (h0 : ψ 0 = 0) (hN : ψ (N + 1) = 0)
    (i : Fin N) :
    (chain a N *ᵥ fun j : Fin N => ψ ((j : ℕ) + 1)) i
      = -ψ i + a (i + 1) * ψ (i + 1) - ψ (i + 2) := by
  have hi := i.isLt
  -- the sum over the chain gives `ψ k`, also at the outer sites `0` and `N + 1`, where `ψ` is zero
  have pick : ∀ k ≤ N + 1,
      ∑ j : Fin N, (if (j : ℕ) + 1 = k then ψ ((j : ℕ) + 1) else 0) = ψ k := by
    intro k hk
    rw [Fin.sum_univ_eq_sum_range (fun j => if j + 1 = k then ψ (j + 1) else 0) N]
    cases k with
    | zero => simp [h0]
    | succ k =>
      simp only [add_left_inj, Finset.sum_ite_eq', Finset.mem_range]
      split_ifs with h
      · rfl
      · have hkN : k = N := by omega
        rw [hkN, hN]
  have hterm : ∀ j : Fin N, chain a N i j * ψ ((j : ℕ) + 1)
      = a (i + 1) * (if (j : ℕ) + 1 = (i : ℕ) + 1 then ψ ((j : ℕ) + 1) else 0)
        - (if (j : ℕ) + 1 = (i : ℕ) then ψ ((j : ℕ) + 1) else 0)
        - (if (j : ℕ) + 1 = (i : ℕ) + 2 then ψ ((j : ℕ) + 1) else 0) := by
    intro j
    simp only [chain, Matrix.of_apply]
    split_ifs <;> first | omega | ring
  simp only [Matrix.mulVec, dotProduct]
  rw [Finset.sum_congr rfl (fun j _ => hterm j), Finset.sum_sub_distrib,
    Finset.sum_sub_distrib, ← Finset.mul_sum, pick _ (by omega), pick _ (by omega),
    pick _ (by omega)]
  ring

/-- The Casoratian of two solutions at the same energy is constant along the chain. -/
theorem casoratian_const {a : ℕ → K} {E : K} {N : ℕ} {u v : ℕ → K}
    (hu : Solves a E N u) (hv : Solves a E N v) (n : ℕ) (hn : n ≤ N) :
    casoratian u v n = casoratian u v 0 := by
  induction n with
  | zero => rfl
  | succ k ih =>
    rw [← ih (by omega)]
    show u (k + 1) * v (k + 2) - u (k + 2) * v (k + 1) = u k * v (k + 1) - u (k + 1) * v k
    linear_combination v (k + 1) * hu k (by omega) - u (k + 1) * hv k (by omega)

/-- If `u` vanishes at site `0`, `v` vanishes at site `N + 1`, both solve the equation at
energy `E`, and their Casoratian is nonzero, then `(E - H) G = 1`. -/
theorem resolvent_mul_green {a : ℕ → K} {E : K} {N : ℕ} {u v : ℕ → K}
    (hu : Solves a E N u) (hv : Solves a E N v) (u0 : u 0 = 0) (vN1 : v (N + 1) = 0)
    (hW : casoratian u v 0 ≠ 0) :
    (E • (1 : Matrix (Fin N) (Fin N) K) - chain a N) * green u v N = 1 := by
  ext i m
  have hi := i.isLt
  have hm := m.isLt
  -- a column of `G` extends to a sequence that vanishes at the sites `0` and `N + 1`
  have hcol := chain_mulVec a N
    (fun k => u (min k ((m : ℕ) + 1)) * v (max k ((m : ℕ) + 1)) / casoratian u v 0)
    (by simp [u0])
    (by
      show u (min (N + 1) ((m : ℕ) + 1)) * v (max (N + 1) ((m : ℕ) + 1)) / _ = 0
      rw [max_eq_left (show (m : ℕ) + 1 ≤ N + 1 by omega), vN1, mul_zero, zero_div]) i
  have hHG : (chain a N * green u v N) i m = _ := hcol
  rw [Matrix.sub_mul, Matrix.smul_mul, Matrix.one_mul, Matrix.sub_apply, Matrix.smul_apply,
    smul_eq_mul, hHG]
  simp only [green, Matrix.of_apply]
  rcases lt_trichotomy (i : ℕ) (m : ℕ) with h | h | h
  · -- left of the source the column is proportional to `u`
    rw [Matrix.one_apply_ne (fun e => by subst e; omega),
      min_eq_left (show (i : ℕ) ≤ m + 1 by omega),
      min_eq_left (show (i : ℕ) + 1 ≤ m + 1 by omega),
      min_eq_left (show (i : ℕ) + 2 ≤ m + 1 by omega),
      max_eq_right (show (i : ℕ) ≤ m + 1 by omega),
      max_eq_right (show (i : ℕ) + 1 ≤ m + 1 by omega),
      max_eq_right (show (i : ℕ) + 2 ≤ m + 1 by omega)]
    linear_combination (-(v (m + 1) / casoratian u v 0)) * hu i hi
  · -- at the source the mismatch is the Casoratian
    obtain rfl : i = m := Fin.ext h
    have hc : u i * v (i + 1) - u (i + 1) * v i = casoratian u v 0 :=
      casoratian_const hu hv i hi.le
    have hinv := mul_inv_cancel₀ hW
    rw [Matrix.one_apply_eq, min_self, max_self,
      min_eq_left (show (i : ℕ) ≤ i + 1 by omega),
      max_eq_right (show (i : ℕ) ≤ i + 1 by omega),
      min_eq_right (show (i : ℕ) + 1 ≤ i + 2 by omega),
      max_eq_left (show (i : ℕ) + 1 ≤ i + 2 by omega)]
    linear_combination (-(u (i + 1) / casoratian u v 0)) * hv i hi
      + (casoratian u v 0)⁻¹ * hc + hinv
  · -- right of the source the column is proportional to `v`
    rw [Matrix.one_apply_ne (fun e => by subst e; omega),
      min_eq_right (show (m : ℕ) + 1 ≤ i by omega),
      min_eq_right (show (m : ℕ) + 1 ≤ i + 1 by omega),
      min_eq_right (show (m : ℕ) + 1 ≤ i + 2 by omega),
      max_eq_left (show (m : ℕ) + 1 ≤ i by omega),
      max_eq_left (show (m : ℕ) + 1 ≤ i + 1 by omega),
      max_eq_left (show (m : ℕ) + 1 ≤ i + 2 by omega)]
    linear_combination (-(u (m + 1) / casoratian u v 0)) * hv i hi

/-- For solutions `u` and `v` of the chain equation at energy `E` with `u_0 = 0`, `u_1 = 1`,
`v_(N+1) = 0` and `v_N = 1`, the Casoratian vanishes exactly when `E` is an eigenvalue of the chain.
-/
theorem casoratian_eq_zero_iff {a : ℕ → K} {E : K} {N : ℕ} {u v : ℕ → K}
    (hu : Solves a E N u) (hv : Solves a E N v) (u0 : u 0 = 0) (u1 : u 1 = 1)
    (vN1 : v (N + 1) = 0) (vN : v N = 1) :
    casoratian u v 0 = 0 ↔ ∃ φ : Fin N → K, φ ≠ 0 ∧ chain a N *ᵥ φ = E • φ := by
  constructor
  · intro hW
    -- `W = -u_(N+1)`, so `u` meets the right boundary condition as well
    have huN : u (N + 1) = 0 := by
      have h : u N * v (N + 1) - u (N + 1) * v N = 0 :=
        (casoratian_const hu hv N le_rfl).trans hW
      rw [vN1, vN] at h
      linear_combination -h
    refine ⟨fun j => u ((j : ℕ) + 1), ?_, ?_⟩
    · intro h
      have h1 : u 1 = 0 := by
        rcases Nat.eq_zero_or_pos N with hz | hpos
        · simpa [hz] using huN
        · simpa using congrFun h ⟨0, hpos⟩
      exact one_ne_zero (u1.symm.trans h1)
    · ext i
      exact (chain_mulVec a N u u0 huN i).trans (hu i i.isLt)
  · rintro ⟨φ, hφ, h⟩
    by_contra hW
    apply hφ
    have hG := mul_eq_one_comm.mp (resolvent_mul_green hu hv u0 vN1 hW)
    calc φ = (green u v N * (E • (1 : Matrix (Fin N) (Fin N) K) - chain a N)) *ᵥ φ := by
          rw [hG, Matrix.one_mulVec]
      _ = green u v N *ᵥ ((E • (1 : Matrix (Fin N) (Fin N) K) - chain a N) *ᵥ φ) := by
          rw [Matrix.mulVec_mulVec]
      _ = 0 := by
          rw [Matrix.sub_mulVec, Matrix.smul_mulVec, Matrix.one_mulVec, h, sub_self,
            Matrix.mulVec_zero]

/-- Let `u` and `v` solve the chain equation at energy `E` with `u_0 = 0`, `u_1 = 1`,
`v_(N+1) = 0`, `v_N = 1`. Their Casoratian `W` is constant, it vanishes exactly when `E` is an
eigenvalue, and otherwise `E - H` is invertible with inverse entries `u_min v_max / W`. -/
theorem green_function {a : ℕ → K} {E : K} {N : ℕ} {u v : ℕ → K}
    (hu : Solves a E N u) (hv : Solves a E N v) (u0 : u 0 = 0) (u1 : u 1 = 1)
    (vN1 : v (N + 1) = 0) (vN : v N = 1) :
    (∀ n ≤ N, casoratian u v n = casoratian u v 0) ∧
    (casoratian u v 0 = 0 ↔ ∃ φ : Fin N → K, φ ≠ 0 ∧ chain a N *ᵥ φ = E • φ) ∧
    (casoratian u v 0 ≠ 0 →
      IsUnit (E • (1 : Matrix (Fin N) (Fin N) K) - chain a N) ∧
      ∀ i j : Fin N, (E • (1 : Matrix (Fin N) (Fin N) K) - chain a N)⁻¹ i j
        = u (min ((i : ℕ) + 1) ((j : ℕ) + 1)) * v (max ((i : ℕ) + 1) ((j : ℕ) + 1))
          / casoratian u v 0) := by
  refine ⟨casoratian_const hu hv, casoratian_eq_zero_iff hu hv u0 u1 vN1 vN, fun hW => ?_⟩
  have hG := resolvent_mul_green hu hv u0 vN1 hW
  refine ⟨⟨⟨_, _, hG, mul_eq_one_comm.mp hG⟩, rfl⟩, fun i j => ?_⟩
  rw [Matrix.inv_eq_right_inv hG]
  rfl

/-- The discrete Laplacian with diagonal `2`, hopping `-1` and open ends has the inverse
`min(n,m) (N + 1 - max(n,m)) / (N + 1)` between sites `n` and `m`. -/
theorem laplacian_inverse (N : ℕ) (i j : Fin N) :
    (chain (fun _ => (2 : ℝ)) N)⁻¹ i j
      = ((min ((i : ℕ) + 1) ((j : ℕ) + 1) : ℕ) : ℝ)
        * ((N : ℝ) + 1 - ((max ((i : ℕ) + 1) ((j : ℕ) + 1) : ℕ) : ℝ)) / ((N : ℝ) + 1) := by
  -- at zero energy the two solutions are straight lines
  have hu : Solves (fun _ => (2 : ℝ)) 0 N (fun n : ℕ => (n : ℝ)) := by
    intro n _
    push_cast
    ring
  have hv : Solves (fun _ => (2 : ℝ)) 0 N (fun n : ℕ => (N : ℝ) + 1 - (n : ℝ)) := by
    intro n _
    push_cast
    ring
  have hW : casoratian (fun n : ℕ => (n : ℝ)) (fun n : ℕ => (N : ℝ) + 1 - (n : ℝ)) 0
      = -((N : ℝ) + 1) := by
    simp [casoratian]
  have hne : -((N : ℝ) + 1) ≠ 0 := neg_ne_zero.mpr (by positivity)
  have hG := resolvent_mul_green hu hv (by simp) (by simp) (by rw [hW]; exact hne)
  have hinv : chain (fun _ => (2 : ℝ)) N
      * (-green (fun n : ℕ => (n : ℝ)) (fun n : ℕ => (N : ℝ) + 1 - (n : ℝ)) N) = 1 := by
    rw [zero_smul, zero_sub, neg_mul] at hG
    rw [mul_neg, hG]
  rw [Matrix.inv_eq_right_inv hinv, Matrix.neg_apply]
  simp only [green, Matrix.of_apply]
  rw [hW, div_neg, neg_neg]

end

end ChainGreenFunction
```

```lean
#print axioms ChainGreenFunction.green_function
-- 'ChainGreenFunction.green_function' depends on axioms: [propext, Classical.choice, Quot.sound]
#print axioms ChainGreenFunction.laplacian_inverse
-- 'ChainGreenFunction.laplacian_inverse' depends on axioms: [propext, Classical.choice, Quot.sound]
```

## From the recurrence to the inverse in Lean

`chain_mulVec` proves that $H$ acts as the three-term operator on sequences that vanish at sites $0$ and $N+1$. Its step `hterm` writes each matrix entry times $\psi$ as a combination of three indicator terms. The step `pick` evaluates the sum of each one; the boundary values enter when the selected site lies outside the chain.

`casoratian_const` is an induction on $n$. Its `linear_combination` multiplies the equation for $u$ by $v$ at the same site, multiplies the equation for $v$ by $u$, and subtracts, as in the calculation above.

`resolvent_mul_green` proves $(E-H)G=1$ entry by entry. It applies `chain_mulVec` to a column of $G$, and `lt_trichotomy` separates the sites left of the source, at the source and right of it. The `min_eq_left` and `max_eq_right` rewrites, with their mirror images, select the correct branch of $g$. On the left the equation for $u$ finishes the case, and on the right the equation for $v$. At the source, three facts are combined: the equation for $v$, the constancy of the Wronskian (`hc`), and $W W^{-1}=1$ (`hinv`). This lemma does not use $u_1=1$ or $v_N=1$, since rescaling either solution by a nonzero factor leaves $G$ unchanged.

`casoratian_eq_zero_iff` follows the two directions of the eigenvalue argument. In the first, `huN` is the step $u_{N+1}=0$. In the second, `mul_eq_one_comm` turns the right inverse into a left inverse, and the `calc` block applies it to `φ`.

`green_function` assembles these results, with `Matrix.inv_eq_right_inv` identifying $G$ as the matrix inverse. `laplacian_inverse` supplies the two straight lines and moves the minus sign.

## Local density of states on three sites

Take $N=3$ and $a_n=0$. The forward recurrence gives $u_1=1$, $u_2=-E$, $u_3=E^2-1$ and $u_4=2E-E^3$, so $W=E^3-2E$. The backward recurrence gives $v_3=1$, $v_2=-E$ and $v_1=E^2-1$. Therefore

$$G_{11}=\frac{E^2-1}{E^3-2E},\qquad G_{13}=\frac{1}{E^3-2E},$$

with poles at the eigenvalues $0$ and $\pm\sqrt2$. Replacing $E$ by $E+i\eta$ with $\eta>0$, one obtains the broadened local density of states at site $n$ as $-\operatorname{Im}G_{nn}/\pi$. On a longer chain the procedure is the same: one forward and one backward sweep per energy, each with a number of operations proportional to $N$, followed by one product and one division for each entry required. Where the solutions grow exponentially along a long chain, they can exceed the floating-point range unless they are rescaled during the sweeps and the factors are recorded.

## Hopping that varies along the chain

The same argument, here done only by ordinary algebra, works when the hopping between sites $n$ and $n+1$ is $-t_n$, the same in both directions, with every $t_n\neq0$. Set $t_0=t_N=1$ for the links to the outer sites. The conserved quantity becomes

$$W=t_n(u_nv_{n+1}-u_{n+1}v_n),$$

and the entries of $G$ are again $u_{\min(n,m)}v_{\max(n,m)}/W$.
